# The All-Up State Minimizes the Energy of Spins One-Half with Ferromagnetic Heisenberg Exchange

Minimizing a spin Hamiltonian pair by pair can give an energy that no state reaches. If every pair of three spins prefers a singlet, the sum of the pair minima is too low, because three spins cannot form three singlets at once. For Heisenberg exchange that favours parallel spins in every pair, this failure does not occur: one state minimizes every pair term.

Take $n$ spins one-half, in units of $\hbar$, with real couplings $K_{ij}\ge 0$ and
$$H=-\sum_{i<j}K_{ij}\left(\tfrac12+2\,\mathbf s_i\cdot\mathbf s_j\right).$$
Every normalized state has energy at least $-\sum_{i<j}K_{ij}$, and the all-up state attains this value. For electrons held one each in fixed orthonormal orbitals, $H$ is the exchange part of the first-order energy. There $K_{ij}$ is the exchange integral, the Coulomb interaction of the overlap density of orbitals $i$ and $j$ with its own complex conjugate, which is non-negative.

## From spin products to exchanges

Let $\psi(\sigma)$ be the amplitude of configuration $\sigma$, and let $z_i=\pm1$ for spin up or down at site $i$. Write $\bar\sigma$ for $\sigma$ with spins $i\ne j$ both flipped, and $P_{ij}$ for the operator that exchanges them. The products $s_i^xs_j^x$, $s_i^ys_j^y$ and $s_i^zs_j^z$ send $\psi(\sigma)$ to $\tfrac14\psi(\bar\sigma)$, $-\tfrac14z_iz_j\psi(\bar\sigma)$ and $\tfrac14z_iz_j\psi(\sigma)$. Therefore
$$\left[\left(\tfrac12+2\,\mathbf s_i\cdot\mathbf s_j\right)\psi\right](\sigma)=\tfrac{1+z_iz_j}{2}\psi(\sigma)+\tfrac{1-z_iz_j}{2}\psi(\bar\sigma).$$
Parallel spins leave $\psi(\sigma)$, and antiparallel spins give $\psi(\bar\sigma)$. Either way the result is $(P_{ij}\psi)(\sigma)$, which is Dirac's identity.

Define $D_{ij}=\sum_\sigma|\psi(\sigma)-(P_{ij}\psi)(\sigma)|^2$. Since $P_{ij}$ permutes the configurations and is its own inverse, $\|P_{ij}\psi\|=\|\psi\|$ and the two cross terms are equal. Thus $D_{ij}=2\|\psi\|^2-2\langle\psi|P_{ij}|\psi\rangle$, and for normalized $\psi$
$$\langle H\rangle=-\sum_{i<j}K_{ij}+\tfrac12\sum_{i<j}K_{ij}D_{ij}.$$
The last sum is non-negative, and it vanishes for the all-up state, which every exchange leaves unchanged.

## Spins as amplitudes on configurations

In Lean 4 with Mathlib:

```lean
import Mathlib

open Matrix

namespace DirectExchangeFerromagnetism

noncomputable section

variable {n : ℕ}
```

A state is a complex function on Boolean configurations, with `true` meaning up. Normalization is imposed separately, as `star ψ ⬝ᵥ ψ = 1`.

```lean
/-- A state of `n` spins one-half: an amplitude for each configuration, `true` meaning up. -/
abbrev State (n : ℕ) := (Fin n → Bool) → ℂ
```

Flipping a spin and reading its sign $z_i$ are the two ingredients of the spin matrices.

```lean
/-- The configuration with the spin at site `i` reversed. -/
def flipSpin (i : Fin n) (σ : Fin n → Bool) : Fin n → Bool :=
  Function.update σ i (!σ i)

/-- The sign `+1` for spin up and `-1` for spin down. -/
def sgn : Bool → ℂ
  | true => 1
  | false => -1
```

The three components are linear maps with the usual matrix elements.

```lean
/-- The spin component `s_x` at site `i`, in units of `ħ`. -/
def sx (i : Fin n) : Module.End ℂ (State n) where
  toFun ψ σ := 1 / 2 * ψ (flipSpin i σ)
  map_add' φ ψ := by funext σ; simp only [Pi.add_apply]; ring
  map_smul' c ψ := by
    funext σ; simp only [Pi.smul_apply, smul_eq_mul, RingHom.id_apply]; ring

/-- The spin component `s_y` at site `i`, in units of `ħ`. -/
def sy (i : Fin n) : Module.End ℂ (State n) where
  toFun ψ σ := -Complex.I / 2 * sgn (σ i) * ψ (flipSpin i σ)
  map_add' φ ψ := by funext σ; simp only [Pi.add_apply]; ring
  map_smul' c ψ := by
    funext σ; simp only [Pi.smul_apply, smul_eq_mul, RingHom.id_apply]; ring

/-- The spin component `s_z` at site `i`, in units of `ħ`. -/
def sz (i : Fin n) : Module.End ℂ (State n) where
  toFun ψ σ := 1 / 2 * sgn (σ i) * ψ σ
  map_add' φ ψ := by funext σ; simp only [Pi.add_apply]; ring
  map_smul' c ψ := by
    funext σ; simp only [Pi.smul_apply, smul_eq_mul, RingHom.id_apply]; ring
```

Multiplication of these maps is composition, so the scalar product is the operator one.

```lean
/-- The scalar product `s_i · s_j` of two spins. -/
def spinDot (i j : Fin n) : Module.End ℂ (State n) :=
  sx i * sx j + sy i * sy j + sz i * sz j
```

The Hamiltonian sums over ordered pairs $i<j$; other entries of `K` play no part. The couplings are given real numbers. Their derivation from orbitals, charge transfer and orbital relaxation are not modelled.

```lean
/-- The pairs of sites `i < j`. -/
def pairs (n : ℕ) : Finset (Fin n × Fin n) :=
  Finset.univ.filter fun p => p.1 < p.2

/-- The exchange Hamiltonian `H = -∑_{i<j} K_ij (1/2 + 2 s_i · s_j)`. -/
def exchangeH (K : Fin n → Fin n → ℝ) : Module.End ℂ (State n) :=
  -∑ p ∈ pairs n, (K p.1 p.2 : ℂ) •
    ((1 / 2 : ℂ) • (1 : Module.End ℂ (State n)) + (2 : ℂ) • spinDot p.1 p.2)
```

The expectation value is complex by type. `swapDefect` is $D_{ij}$.

```lean
/-- The matrix element `⟨ψ|A|ψ⟩`. -/
def expectation (A : Module.End ℂ (State n)) (ψ : State n) : ℂ := star ψ ⬝ᵥ A ψ

/-- The state with every spin up. -/
def allUp : State n := fun σ => if σ = (fun _ => true) then 1 else 0

/-- The squared distance between `ψ` and the state with spins `i` and `j` exchanged. -/
def swapDefect (i j : Fin n) (ψ : State n) : ℝ :=
  ∑ σ, ‖ψ σ - ψ (σ ∘ Equiv.swap i j)‖ ^ 2
```

## Dirac's identity and the energy formula

The proof splits on whether the two spins agree, as above; `Complex.I_sq` supplies $\mathrm i^2=-1$ for the $y$ components.

```lean
/-- Dirac's identity: `1/2 + 2 s_i · s_j` exchanges the spins at two different sites. -/
theorem dirac_exchange {i j : Fin n} (h : i ≠ j) (ψ : State n) (σ : Fin n → Bool) :
    ((1 / 2 : ℂ) • (1 : Module.End ℂ (State n)) + (2 : ℂ) • spinDot i j) ψ σ
      = ψ (σ ∘ Equiv.swap i j) := by
  have hx : ∀ (k : Fin n) (φ : State n) τ, sx k φ τ = 1 / 2 * φ (flipSpin k τ) :=
    fun _ _ _ => rfl
  have hy : ∀ (k : Fin n) (φ : State n) τ,
      sy k φ τ = -Complex.I / 2 * sgn (τ k) * φ (flipSpin k τ) := fun _ _ _ => rfl
  have hz : ∀ (k : Fin n) (φ : State n) τ, sz k φ τ = 1 / 2 * sgn (τ k) * φ τ :=
    fun _ _ _ => rfl
  have hf : flipSpin i σ j = σ j := by simp [flipSpin, h.symm]
  simp only [spinDot, LinearMap.add_apply, LinearMap.smul_apply, Module.End.one_apply,
    Module.End.mul_apply, Pi.add_apply, Pi.smul_apply, smul_eq_mul, hx, hy, hz, hf]
  by_cases hs : σ i = σ j
  · -- parallel spins: the exchange does nothing
    have e : σ ∘ Equiv.swap i j = σ := by
      funext k
      rcases eq_or_ne k i with rfl | hki
      · simp [hs]
      · rcases eq_or_ne k j with rfl | hkj
        · simp [hs]
        · simp [Equiv.swap_apply_of_ne_of_ne hki hkj]
    rw [e, ← hs]
    cases hi : σ i <;> simp only [sgn] <;>
      linear_combination (1 / 2 * ψ (flipSpin j (flipSpin i σ))) * Complex.I_sq
  · -- antiparallel spins: the exchange flips both
    have hj : σ j = !σ i := by
      cases h1 : σ i <;> cases h2 : σ j <;> simp_all
    have e : flipSpin j (flipSpin i σ) = σ ∘ Equiv.swap i j := by
      funext k
      rcases eq_or_ne k i with rfl | hki
      · simp [flipSpin, Function.update_apply, h, hj]
      · rcases eq_or_ne k j with rfl | hkj
        · simp [flipSpin, hki, hj]
        · simp [flipSpin, Function.update_apply, hki, hkj,
            Equiv.swap_apply_of_ne_of_ne hki hkj]
    rw [e, hj]
    cases hi : σ i <;> simp only [sgn, Bool.not_true, Bool.not_false] <;>
      linear_combination (-(1 / 2) * ψ (σ ∘ Equiv.swap i j)) * Complex.I_sq
```

Applied to each pair, the identity turns $H$ into a weighted sum of exchanges.

```lean
/-- The Hamiltonian acts as a weighted sum of exchanges of two spins. -/
theorem exchangeH_apply (K : Fin n → Fin n → ℝ) (ψ : State n) (σ : Fin n → Bool) :
    exchangeH K ψ σ
      = -∑ p ∈ pairs n, (K p.1 p.2 : ℂ) * ψ (σ ∘ Equiv.swap p.1 p.2) := by
  simp only [exchangeH, LinearMap.neg_apply, LinearMap.sum_apply, Pi.neg_apply,
    Finset.sum_apply, LinearMap.smul_apply, Pi.smul_apply, smul_eq_mul]
  refine congrArg Neg.neg (Finset.sum_congr rfl fun p hp => ?_)
  have hlt : p.1 < p.2 := (Finset.mem_filter.mp hp).2
  rw [dirac_exchange hlt.ne]

/-- Exchanging the same two spins twice restores the configuration. -/
theorem swap_involutive (i j : Fin n) :
    Function.Involutive (fun σ : Fin n → Bool => σ ∘ Equiv.swap i j) := fun σ =>
  funext fun k => congrArg σ ((Equiv.swap i j).symm_apply_apply k)
```

In the overlap lemma, `hsum` relabels configurations, `h1` and `h2` give the equal norms and equal cross terms, and `h3` expands the square.

```lean
/-- The overlap of a state with its exchanged copy is its squared norm minus half the
squared distance between the two. -/
theorem exchange_overlap (i j : Fin n) (ψ : State n) :
    ∑ σ, star (ψ σ) * ψ (σ ∘ Equiv.swap i j)
      = ∑ σ, star (ψ σ) * ψ σ - 1 / 2 * (swapDefect i j ψ : ℂ) := by
  have hsum : ∀ f : (Fin n → Bool) → ℂ, ∑ σ, f (σ ∘ Equiv.swap i j) = ∑ σ, f σ :=
    fun f => Equiv.sum_comp (swap_involutive i j).toPerm f
  have h1 : ∑ σ, star (ψ (σ ∘ Equiv.swap i j)) * ψ (σ ∘ Equiv.swap i j)
      = ∑ σ, star (ψ σ) * ψ σ := hsum fun σ => star (ψ σ) * ψ σ
  have h2 : ∑ σ, star (ψ (σ ∘ Equiv.swap i j)) * ψ σ
      = ∑ σ, star (ψ σ) * ψ (σ ∘ Equiv.swap i j) := by
    refine (Finset.sum_congr rfl fun σ _ => ?_).trans
      (hsum fun σ => star (ψ σ) * ψ (σ ∘ Equiv.swap i j))
    have e : (σ ∘ Equiv.swap i j) ∘ Equiv.swap i j = σ := swap_involutive i j σ
    simp only [e]
  have h3 : ∀ a b : ℂ, ((‖a - b‖ ^ 2 : ℝ) : ℂ)
      = star a * a + star b * b - star a * b - star b * a := by
    intro a b
    rw [← Complex.normSq_eq_norm_sq, ← Complex.mul_conj]
    simp only [starRingEnd_apply, star_sub]
    ring
  simp only [swapDefect, Complex.ofReal_sum, h3, Finset.sum_sub_distrib,
    Finset.sum_add_distrib, h1, h2]
  ring
```

The energy formula needs no sign condition on `K`. Its right side is a real number, so the energy is real.

```lean
/-- The energy of a normalized state is `-∑ K_ij` plus half the sum of `K_ij` times the
squared distance between the state and its exchanged copy. -/
theorem energy_formula (K : Fin n → Fin n → ℝ) (ψ : State n) (hψ : star ψ ⬝ᵥ ψ = 1) :
    expectation (exchangeH K) ψ = ((-∑ p ∈ pairs n, K p.1 p.2
      + 1 / 2 * ∑ p ∈ pairs n, K p.1 p.2 * swapDefect p.1 p.2 ψ : ℝ) : ℂ) := by
  have hN : ∑ σ, star (ψ σ) * ψ σ = 1 := hψ
  have hE : expectation (exchangeH K) ψ = -∑ p ∈ pairs n, (K p.1 p.2 : ℂ) *
      ∑ σ, star (ψ σ) * ψ (σ ∘ Equiv.swap p.1 p.2) := by
    simp only [expectation, dotProduct, Pi.star_apply, exchangeH_apply, mul_neg,
      Finset.sum_neg_distrib, Finset.mul_sum]
    rw [Finset.sum_comm]
    refine congrArg Neg.neg (Finset.sum_congr rfl fun p _ =>
      Finset.sum_congr rfl fun σ _ => ?_)
    ring
  rw [hE]
  simp only [exchange_overlap, hN]
  push_cast
  simp only [Finset.mul_sum, ← Finset.sum_neg_distrib, ← Finset.sum_add_distrib]
  refine Finset.sum_congr rfl fun p _ => ?_
  ring
```

## The bound and the states that attain it

The theorem joins three statements: the lower bound on the real part, the normalization of `allUp`, and its exact energy. Non-negativity of `K` enters only in the first.

```lean
/-- For `K_ij ≥ 0` every normalized state has energy at least `-∑_{i<j} K_ij`, and the
normalized all-up state has exactly this energy. -/
theorem ferromagnetic_ground_state (K : Fin n → Fin n → ℝ)
    (hK : ∀ i j, i < j → 0 ≤ K i j) :
    (∀ ψ : State n, star ψ ⬝ᵥ ψ = 1 →
      -∑ p ∈ pairs n, K p.1 p.2 ≤ (expectation (exchangeH K) ψ).re) ∧
    star (allUp : State n) ⬝ᵥ allUp = 1 ∧
    expectation (exchangeH K) allUp = ((-∑ p ∈ pairs n, K p.1 p.2 : ℝ) : ℂ) := by
  have hup : star (allUp : State n) ⬝ᵥ allUp = 1 := by simp [allUp, dotProduct]
  refine ⟨fun ψ hψ => ?_, hup, ?_⟩
  · rw [energy_formula K ψ hψ, Complex.ofReal_re]
    have h0 : 0 ≤ ∑ p ∈ pairs n, K p.1 p.2 * swapDefect p.1 p.2 ψ :=
      Finset.sum_nonneg fun p hp => mul_nonneg (hK _ _ (Finset.mem_filter.mp hp).2)
        (Finset.sum_nonneg fun σ _ => sq_nonneg _)
    linarith
  · -- the all-up state is unchanged by every exchange
    have hd : ∀ i j : Fin n, swapDefect i j allUp = 0 := by
      intro i j
      refine Finset.sum_eq_zero fun σ _ => ?_
      have e : (σ ∘ Equiv.swap i j = fun _ => true) ↔ σ = fun _ => true :=
        ⟨fun h => (swap_involutive i j σ).symm.trans
          (congrArg (fun τ : Fin n → Bool => τ ∘ Equiv.swap i j) h),
          fun h => by subst h; rfl⟩
      have e' : (allUp : State n) (σ ∘ Equiv.swap i j) = allUp σ := by
        simp only [allUp, e]
      rw [e', sub_self, norm_zero]
      norm_num
    rw [energy_formula K allUp hup]
    simp only [hd, mul_zero, Finset.sum_const_zero, add_zero]
```

Equality forces every term $K_{ij}D_{ij}$ to vanish, so $\psi$ must be symmetric under each exchange with $K_{ij}>0$. Pairs with zero coupling impose nothing.

```lean
/-- For `K_ij ≥ 0` a normalized state has energy `-∑ K_ij` exactly when it is symmetric
under exchange of every pair of spins with `K_ij > 0`. -/
theorem ground_state_iff (K : Fin n → Fin n → ℝ) (hK : ∀ i j, i < j → 0 ≤ K i j)
    (ψ : State n) (hψ : star ψ ⬝ᵥ ψ = 1) :
    (expectation (exchangeH K) ψ).re = -∑ p ∈ pairs n, K p.1 p.2 ↔
      ∀ i j, i < j → 0 < K i j → ∀ σ, ψ (σ ∘ Equiv.swap i j) = ψ σ := by
  rw [energy_formula K ψ hψ, Complex.ofReal_re]
  constructor
  · intro h i j hij hpos σ
    have h0 : ∑ p ∈ pairs n, K p.1 p.2 * swapDefect p.1 p.2 ψ = 0 := by linarith
    have h1 := (Finset.sum_eq_zero_iff_of_nonneg fun p hp =>
      mul_nonneg (hK _ _ (Finset.mem_filter.mp hp).2)
        (Finset.sum_nonneg fun σ _ => sq_nonneg _)).mp h0 (i, j)
          (Finset.mem_filter.mpr ⟨Finset.mem_univ _, hij⟩)
    have h2 : swapDefect i j ψ = 0 := (mul_eq_zero.mp h1).resolve_left hpos.ne'
    have h3 := (Finset.sum_eq_zero_iff_of_nonneg fun σ _ => sq_nonneg _).mp h2 σ
      (Finset.mem_univ σ)
    exact (sub_eq_zero.mp (norm_eq_zero.mp (pow_eq_zero_iff two_ne_zero |>.mp h3))).symm
  · intro h
    have h0 : ∑ p ∈ pairs n, K p.1 p.2 * swapDefect p.1 p.2 ψ = 0 := by
      refine Finset.sum_eq_zero fun p hp => ?_
      have hlt : p.1 < p.2 := (Finset.mem_filter.mp hp).2
      rcases (hK _ _ hlt).eq_or_lt with hz | hpos
      · rw [← hz, zero_mul]
      · simp [swapDefect, h _ _ hlt hpos]
    rw [h0]
    ring
```

For two spins, an antisymmetric state, the singlet, has energy $+K$, which lies $2K$ above the all-up state.

```lean
/-- For two spins, a state that changes sign under their exchange satisfies `H ψ = K ψ`. -/
theorem two_spin_antisymmetric (K : Fin 2 → Fin 2 → ℝ) (ψ : State 2)
    (h : ∀ σ, ψ (σ ∘ Equiv.swap 0 1) = -ψ σ) :
    exchangeH K ψ = (K 0 1 : ℂ) • ψ := by
  have hp : pairs 2 = {(0, 1)} := by decide
  funext σ
  rw [exchangeH_apply]
  simp only [hp, Finset.sum_singleton, h, Pi.smul_apply, smul_eq_mul]
  ring

end

end DirectExchangeFerromagnetism
```

```lean
#print axioms DirectExchangeFerromagnetism.ferromagnetic_ground_state
#print axioms DirectExchangeFerromagnetism.ground_state_iff
#print axioms DirectExchangeFerromagnetism.two_spin_antisymmetric
```

```
'DirectExchangeFerromagnetism.ferromagnetic_ground_state' depends on axioms: [propext, Classical.choice, Quot.sound]
'DirectExchangeFerromagnetism.ground_state_iff' depends on axioms: [propext, Classical.choice, Quot.sound]
'DirectExchangeFerromagnetism.two_spin_antisymmetric' depends on axioms: [propext, Classical.choice, Quot.sound]
```

## Exchange as a bit operation

An exact-diagonalization code for this spin model can store each configuration as a bit string. For each pair, equal bits contribute $-K_{ij}$ to the diagonal; unequal bits contribute $-K_{ij}$ to the element connecting the string to the one with both bits flipped. With non-negative couplings, the lowest eigenvalue should come out as $-\sum_{i<j}K_{ij}$. This value alone does not test the off-diagonal signs: reversing all of them leaves the minimum unchanged. A sharper check applies the matrix to the vector with equal amplitudes on all strings, which every exchange leaves unchanged; the result should be $-\sum_{i<j}K_{ij}$ times that vector.
